# The largest squared overlap of a state with unit vectors of a subspace is the squared norm of its projection

After a multireference CI calculation, the Davidson correction in its unrenormalized form multiplies an energy difference by a prefactor $1-c_0^2$. For a normalized CI state expanded in orthonormal configurations, one way to obtain $c_0^2$ is to add up the squared moduli of the coefficients on the reference configurations. Another is to take the squared overlap of the CI state with a fixed reference function determined beforehand. The sum is the largest value that any normalized function in the reference space can give, and when it is nonzero, the function that gives it is unique up to a phase.

## The maximum and its maximizers

Let $K$ be the reference subspace of a complex inner-product space, $P$ the orthogonal projector onto $K$, and $\psi$ the correlated state. The inner product $\langle\phi,\psi\rangle$ is conjugate-linear in its first argument. If $K\neq 0$, then

$$
\max_{\phi\in K,\ \|\phi\|=1}|\langle\phi,\psi\rangle|^2=\|P\psi\|^2 .
$$

If $P\psi\neq0$, the maximizers are exactly the vectors $c\,\phi_\star$ with $|c|=1$, where $\phi_\star=P\psi/\|P\psi\|$ is called the relaxed reference.

**Upper bound.** For $\phi\in K$ we have $P\phi=\phi$, and $P$ is self-adjoint, so

$$
\langle\phi,\psi\rangle=\langle P\phi,\psi\rangle=\langle\phi,P\psi\rangle .
$$

For $\|\phi\|=1$, Cauchy–Schwarz gives $|\langle\phi,\psi\rangle|\le\|P\psi\|$.

**Attainment.** If $P\psi\ne0$, then $\phi_\star$ is a unit vector of $K$ and

$$
\langle\phi_\star,\psi\rangle=\langle\phi_\star,P\psi\rangle
=\frac{\langle P\psi,P\psi\rangle}{\|P\psi\|}=\|P\psi\| .
$$

If $P\psi=0$, every unit vector of $K$ has overlap zero with $\psi$, which equals the bound. Such a vector exists because $K\ne0$.

**Uniqueness.** Let $p=P\psi\neq0$, and let $\phi\in K$ be a unit vector with $|\langle\phi,\psi\rangle|=\|p\|$. Then $|\langle p,\phi\rangle|=\|p\|$ as well. With $a=\langle p,\phi\rangle/\|p\|^2$,

$$
\|\phi-ap\|^2=\|\phi\|^2-\frac{|\langle p,\phi\rangle|^2}{\|p\|^2}=1-1=0 .
$$

Hence $\phi=ap=c\,\phi_\star$ with $c=a\|p\|$, and $|c|=\|\phi\|=1$. Conversely, a phase factor changes neither the norm of $\phi_\star$ nor the modulus of its overlap with $\psi$.

**Coefficients.** Let $b_i$ be a finite orthonormal basis of $K$. The coefficients of $P\psi$ are $\langle b_i,P\psi\rangle=\langle b_i,\psi\rangle$, so $\|P\psi\|^2=\sum_i|\langle b_i,\psi\rangle|^2$.

**Prefactor.** Since $P\psi\in K$, the identity $\langle\phi,\psi\rangle=\langle\phi,P\psi\rangle$ with $\phi=P\psi$ gives $\langle P\psi,\psi\rangle=\|P\psi\|^2$. For $\|\psi\|=1$,

$$
\|\psi-P\psi\|^2=1-2\|P\psi\|^2+\|P\psi\|^2=1-\|P\psi\|^2 .
$$

For $K\neq0$, this is the least value of $1-|\langle\phi,\psi\rangle|^2$ over unit $\phi\in K$.

**One reference function.** Suppose $K$ is spanned by a single unit vector $\phi_0$. The weight is then $|\langle\phi_0,\psi\rangle|^2$, and every unit vector of $K$ is a phase multiple of $\phi_0$. Relaxation has nothing to change; a fixed and a relaxed reference can differ by more than a phase only when $K$ has dimension at least two.

## States, subspace and projector in Lean

The space `E` holds the states, and `K` is the reference subspace. The condition `K.HasOrthogonalProjection` says that the projector exists. It holds for every finite-dimensional `K`, and therefore for the span of finitely many reference configurations; `E` itself may have any dimension.

```lean
import Mathlib

namespace RelaxedReference

noncomputable section

variable {E : Type*} [NormedAddCommGroup E] [InnerProductSpace ℂ E]
variable (K : Submodule ℂ E) [K.HasOrthogonalProjection]
```

Lean writes $P\psi$ as `K.starProjection ψ`. The reference weight is its squared norm, with no normalization of `ψ` built in.

```lean
/-- The reference weight of a state `ψ`: the squared norm of its orthogonal projection
onto the reference subspace `K`. -/
def referenceWeight (ψ : E) : ℝ := ‖K.starProjection ψ‖ ^ 2
```

The relaxed reference divides the projection by its norm. Lean's formula returns the zero vector when the projection vanishes, so the theorems about this definition assume a nonzero projection.

```lean
/-- The relaxed reference: the projection of `ψ` onto the reference subspace, normalized if it is
nonzero. If the projection vanishes, the value is the zero vector. -/
def relaxedReference (ψ : E) : E :=
  ((‖K.starProjection ψ‖⁻¹ : ℝ) : ℂ) • K.starProjection ψ
```

A best reference is defined by comparison with all unit vectors of `K`. The definition mentions neither the projector nor the maximal value, so the connection with $P\psi$ remains to be proved.

```lean
/-- A best reference for `ψ` is a unit vector of the subspace `K` whose squared overlap with `ψ`
is at least that of every other unit vector of `K`. -/
def IsBestReference (K : Submodule ℂ E) (ψ φ : E) : Prop :=
  φ ∈ K ∧ ‖φ‖ = 1 ∧ ∀ χ ∈ K, ‖χ‖ = 1 → ‖inner ℂ χ ψ‖ ^ 2 ≤ ‖inner ℂ φ ψ‖ ^ 2
```

## The bound and the vector that reaches it

The first lemma is the identity $\langle\phi,\psi\rangle=\langle\phi,P\psi\rangle$ for $\phi\in K$. Its two rewrites are the two facts used by hand: self-adjointness moves the projector to the left, where it leaves $\phi$ unchanged.

```lean
/-- A vector of the reference subspace has the same overlap with `ψ` as with the projection
of `ψ` onto that subspace. -/
theorem inner_eq_inner_projection {φ : E} (hφ : φ ∈ K) (ψ : E) :
    inner ℂ φ ψ = inner ℂ φ (K.starProjection ψ) := by
  -- move the projector to the left slot, where it fixes `φ`
  rw [← Submodule.inner_starProjection_left_eq_right,
    Submodule.starProjection_eq_self_iff.mpr hφ]
```

The upper bound is Cauchy–Schwarz applied to $\phi$ and $P\psi$. The proof inserts $\|\phi\|=1$, replaces $P\psi$ by $\psi$ in the overlap, and squares both nonnegative sides.

```lean
/-- The squared overlap of `ψ` with a unit vector of the reference subspace is at most
the reference weight. -/
theorem overlap_le_referenceWeight {φ : E} (hφ : φ ∈ K) (h1 : ‖φ‖ = 1) (ψ : E) :
    ‖inner ℂ φ ψ‖ ^ 2 ≤ referenceWeight K ψ := by
  have h := norm_inner_le_norm (𝕜 := ℂ) φ (K.starProjection ψ)
  rw [h1, one_mul, ← inner_eq_inner_projection K hφ ψ] at h
  exact pow_le_pow_left₀ (norm_nonneg _) h 2
```

The next theorem collects three properties of $\phi_\star$: it lies in `K`, has norm one, and has overlap $\|P\psi\|$ with $\psi$. The overlap is therefore real and positive, which fixes the phase of $\phi_\star$ relative to $\psi$. The last part of the proof takes the real factor $1/\|P\psi\|$ out of the inner product and cancels it against $\|P\psi\|^2$.

```lean
/-- If `ψ` has a nonzero projection onto the reference subspace, the relaxed reference is a unit
vector of that subspace, and its overlap with `ψ` is the norm of the projection. -/
theorem relaxedReference_spec {ψ : E} (h : K.starProjection ψ ≠ 0) :
    relaxedReference K ψ ∈ K ∧ ‖relaxedReference K ψ‖ = 1 ∧
      inner ℂ (relaxedReference K ψ) ψ = (‖K.starProjection ψ‖ : ℂ) := by
  have hm : relaxedReference K ψ ∈ K := K.smul_mem _ (K.starProjection_apply_mem ψ)
  have hn : ‖K.starProjection ψ‖ ≠ 0 := norm_ne_zero_iff.mpr h
  have hc : (‖K.starProjection ψ‖ : ℂ) ≠ 0 := Complex.ofReal_ne_zero.mpr hn
  refine ⟨hm, ?_, ?_⟩
  · rw [relaxedReference, norm_smul, Complex.norm_real, norm_inv, norm_norm,
      inv_mul_cancel₀ hn]
  · have hs : inner ℂ (K.starProjection ψ) (K.starProjection ψ)
        = (‖K.starProjection ψ‖ : ℂ) ^ 2 := inner_self_eq_norm_sq_to_K _
    rw [inner_eq_inner_projection K hm ψ, relaxedReference, inner_smul_left,
      Complex.conj_ofReal, hs, Complex.ofReal_inv]
    field_simp
```

`IsGreatest` says that a number belongs to a set and is an upper bound for it. Here the set contains the squared overlaps of `ψ` with the unit vectors of `K`, and `K ≠ ⊥` says that the subspace is nonzero. The case split on `K.starProjection ψ = 0` follows the attainment argument: one branch normalizes any nonzero vector of `K`, and the other uses the relaxed reference.

```lean
/-- For a nonzero reference subspace, the maximum of the squared overlap with `ψ` over its
unit vectors is the reference weight. -/
theorem isGreatest_overlap (hK : K ≠ ⊥) (ψ : E) :
    IsGreatest {w : ℝ | ∃ φ ∈ K, ‖φ‖ = 1 ∧ ‖inner ℂ φ ψ‖ ^ 2 = w}
      (referenceWeight K ψ) := by
  constructor
  · by_cases h : K.starProjection ψ = 0
    · -- no reference component: any unit vector of `K` attains the value zero
      obtain ⟨v, hv, hv0⟩ := Submodule.exists_mem_ne_zero_of_ne_bot hK
      have hm : ((‖v‖⁻¹ : ℝ) : ℂ) • v ∈ K := K.smul_mem _ hv
      refine ⟨_, hm, ?_, ?_⟩
      · rw [norm_smul, Complex.norm_real, norm_inv, norm_norm,
          inv_mul_cancel₀ (norm_ne_zero_iff.mpr hv0)]
      · rw [inner_eq_inner_projection K hm ψ, referenceWeight, h, inner_zero_right,
          norm_zero, norm_zero]
    · obtain ⟨hm, h1, ho⟩ := relaxedReference_spec K h
      refine ⟨_, hm, h1, ?_⟩
      rw [ho, Complex.norm_real, norm_norm, referenceWeight]
  · rintro w ⟨φ, hφ, h1, rfl⟩
    exact overlap_le_referenceWeight K hφ h1 ψ
```

## Uniqueness up to a phase

For a nonzero projection, the theorem characterizes the best references completely. In the forward direction, comparing $\phi$ with $\phi_\star$ gives $|\langle\phi,\psi\rangle|^2\ge\|P\psi\|^2$. Together with the upper bound this is an equality, recorded as `hsq`. The lemma `norm_inner_eq_norm_iff` then supplies the equality case of Cauchy–Schwarz, $\phi=a\,P\psi$, and the phase is $c=a\|P\psi\|$ as above. The reverse direction checks that a phase preserves membership, norm and squared overlap.

```lean
/-- If `ψ` has a nonzero projection onto the reference subspace, its best references are exactly
the relaxed reference times a phase factor. -/
theorem isBestReference_iff {ψ : E} (h : K.starProjection ψ ≠ 0) (φ : E) :
    IsBestReference K ψ φ ↔ ∃ c : ℂ, ‖c‖ = 1 ∧ φ = c • relaxedReference K ψ := by
  obtain ⟨hm, h1, ho⟩ := relaxedReference_spec K h
  have hc : (‖K.starProjection ψ‖ : ℂ) ≠ 0 :=
    Complex.ofReal_ne_zero.mpr (norm_ne_zero_iff.mpr h)
  constructor
  · rintro ⟨hφ, hφ1, hmax⟩
    -- comparison with the relaxed reference forces equality in Cauchy-Schwarz
    have hge := hmax _ hm h1
    rw [ho, Complex.norm_real, norm_norm] at hge
    have hsq : ‖inner ℂ φ ψ‖ ^ 2 = ‖K.starProjection ψ‖ ^ 2 :=
      le_antisymm (overlap_le_referenceWeight K hφ hφ1 ψ) hge
    have heq := (sq_eq_sq₀ (norm_nonneg _) (norm_nonneg _)).mp hsq
    have hφ0 : φ ≠ 0 := by
      rintro rfl
      simp at hφ1
    have hcs : ‖inner ℂ (K.starProjection ψ) φ‖ = ‖K.starProjection ψ‖ * ‖φ‖ := by
      rw [norm_inner_symm, ← inner_eq_inner_projection K hφ ψ, heq, hφ1, mul_one]
    obtain ⟨a, -, ha⟩ := (norm_inner_eq_norm_iff h hφ0).mp hcs
    refine ⟨a * (‖K.starProjection ψ‖ : ℂ), ?_, ?_⟩
    · rw [norm_mul, Complex.norm_real, norm_norm, ← norm_smul, ← ha, hφ1]
    · rw [relaxedReference, smul_smul, Complex.ofReal_inv, mul_assoc,
        mul_inv_cancel₀ hc, mul_one]
      exact ha
  · rintro ⟨c, hc1, rfl⟩
    refine ⟨K.smul_mem _ hm, by rw [norm_smul, hc1, h1, one_mul], fun χ hχ hχ1 => ?_⟩
    -- a phase does not change the squared modulus of the overlap, which equals the upper bound
    rw [inner_smul_left, norm_mul, RCLike.norm_conj, hc1, one_mul, ho,
      Complex.norm_real, norm_norm]
    exact overlap_le_referenceWeight K hχ hχ1 ψ
```

Thus, when $P\psi\ne0$, a normalized fixed reference function in $K$ that is not a phase multiple of $\phi_\star$ has a squared overlap with $\psi$ strictly below the reference weight.

When the projection vanishes, uniqueness up to a phase can fail, because every unit vector of `K` is a best reference. The proof reduces both overlaps in the comparison to zero.

```lean
/-- If the projection of `ψ` onto the reference subspace vanishes, every unit vector of that
subspace is a best reference. -/
theorem isBestReference_of_projection_eq_zero {ψ φ : E} (h : K.starProjection ψ = 0)
    (hφ : φ ∈ K) (h1 : ‖φ‖ = 1) : IsBestReference K ψ φ := by
  refine ⟨hφ, h1, fun χ hχ _ => ?_⟩
  rw [inner_eq_inner_projection K hχ ψ, inner_eq_inner_projection K hφ ψ, h,
    inner_zero_right, inner_zero_right]
```

## CI coefficients and the Davidson prefactor

The weight can be read from CI coefficients when all configurations in the expansion are orthonormal and the reference configurations $b_i$ span `K`: the CI coefficient on $b_i$ is then $\langle b_i,\psi\rangle$. The type `OrthonormalBasis ι ℂ K` says that the $b_i$ form an orthonormal basis of `K`, with `ι` a finite set of labels. The proof regards $P\psi$ as an element of `K`, applies Parseval's identity there, and replaces each $\langle b_i,P\psi\rangle$ by $\langle b_i,\psi\rangle$. For non-orthogonal reference functions, the plain sum of squared expansion coefficients is not covered by this formula.

```lean
/-- In a finite orthonormal basis of the reference subspace, the reference weight is the sum of
the squared moduli of the coefficients of `ψ` on the basis vectors. -/
theorem referenceWeight_eq_sum {ι : Type*} [Fintype ι] (b : OrthonormalBasis ι ℂ K) (ψ : E) :
    referenceWeight K ψ = ∑ i, ‖inner ℂ (b i : E) ψ‖ ^ 2 := by
  have h := b.sum_sq_norm_inner_right ⟨K.starProjection ψ, K.starProjection_apply_mem ψ⟩
  have hs : ∀ i, inner ℂ (b i : E) ψ
      = inner ℂ (b i) (⟨K.starProjection ψ, K.starProjection_apply_mem ψ⟩ : K) :=
    fun i => inner_eq_inner_projection K (b i).2 ψ
  simp only [hs]
  exact h.symm
```

The final theorem is the only one that requires `‖ψ‖ = 1`. `IsLeast` says that $\|\psi-P\psi\|^2$ is attained as a prefactor and is a lower bound for all of them. The proof first expands the squared norm to obtain $1-\|P\psi\|^2$, then takes the minimizer from `isGreatest_overlap` and the lower bound from `overlap_le_referenceWeight`.

```lean
/-- For a unit vector `ψ` and a nonzero reference subspace, the least Davidson prefactor
`1 - |⟨φ, ψ⟩|²` over unit references `φ` is the squared norm of the part of `ψ` outside
the subspace. -/
theorem isLeast_davidson_prefactor (hK : K ≠ ⊥) {ψ : E} (hψ : ‖ψ‖ = 1) :
    IsLeast {d : ℝ | ∃ φ ∈ K, ‖φ‖ = 1 ∧ 1 - ‖inner ℂ φ ψ‖ ^ 2 = d}
      (‖ψ - K.starProjection ψ‖ ^ 2) := by
  -- Pythagoras: the reference and external weights add up to one
  have hp : ‖ψ - K.starProjection ψ‖ ^ 2 = 1 - referenceWeight K ψ := by
    have h := norm_sub_sq (𝕜 := ℂ) (K.starProjection ψ) ψ
    rw [inner_eq_inner_projection K (K.starProjection_apply_mem ψ) ψ,
      inner_self_eq_norm_sq, norm_sub_rev, hψ] at h
    rw [referenceWeight]
    linarith
  rw [hp]
  constructor
  · obtain ⟨φ, hφ, h1, hw⟩ := (isGreatest_overlap K hK ψ).1
    exact ⟨φ, hφ, h1, by rw [hw]⟩
  · rintro d ⟨φ, hφ, h1, rfl⟩
    have hle := overlap_le_referenceWeight K hφ h1 ψ
    linarith

end

end RelaxedReference
```

```lean
#print axioms RelaxedReference.isGreatest_overlap
#print axioms RelaxedReference.isBestReference_of_projection_eq_zero
#print axioms RelaxedReference.referenceWeight_eq_sum
#print axioms RelaxedReference.isLeast_davidson_prefactor
```

```
'RelaxedReference.isGreatest_overlap' depends on axioms: [propext, Classical.choice, Quot.sound]
'RelaxedReference.isBestReference_of_projection_eq_zero' depends on axioms: [propext, Classical.choice, Quot.sound]
'RelaxedReference.referenceWeight_eq_sum' depends on axioms: [propext, Classical.choice, Quot.sound]
'RelaxedReference.isLeast_davidson_prefactor' depends on axioms: [propext, Classical.choice, Quot.sound]
```

For a normalized multireference CI state with a nonzero projection onto a given reference space, the relaxed reference therefore gives the smallest prefactor $1-c_0^2$ among all normalized functions in that space. The theorem concerns this factor alone: it contains no Hamiltonian, and it gives neither the energy difference that the factor multiplies nor the accuracy or size consistency of the corrected energy.
